# Antisymmetrised quadratic operators of n fermionic modes form a copy of so(2n, ℂ)

To find the quasiparticles of a mean-field pairing Hamiltonian with \(n\) modes, one diagonalises a \(2n\times 2n\) matrix instead of an operator on the \(2^n\)-dimensional Fock space. This step rests on the fact that commutation with a quadratic operator maps the annihilators and creators linearly among themselves, by a matrix that can be written down directly.

```lean
import Mathlib

open Matrix

namespace FermionPairAlgebra

noncomputable section

variable {n A : Type*} [DecidableEq n] [Ring A]

/-- The Kronecker delta of two mode labels, as an element of the operator algebra. -/
def delta (A : Type*) [Ring A] (p q : n) : A := if p = q then 1 else 0

/-- The canonical anticommutation relations for annihilators `a p` and creators `c p`. -/
structure IsCAR (a c : n → A) : Prop where
  aa : ∀ p q, a p * a q + a q * a p = 0
  cc : ∀ p q, c p * c q + c q * c p = 0
  ac : ∀ p q, a p * c q + c q * a p = delta A p q

/-- Under the canonical anticommutation relations, the commutator of a pair annihilator with a pair
creator consists of constants and one-body operators `c p * a q`. -/
theorem pair_commutator {a c : n → A} (h : IsCAR a c) (p q r s : n) :
    (a r * a s) * (c p * c q) - (c p * c q) * (a r * a s) =
      delta A s p * delta A r q - delta A s q * delta A r p
        - delta A s p * (c q * a r) + delta A s q * (c p * a r)
        + delta A r p * (c q * a s) - delta A r q * (c p * a s) := by
  -- a Kronecker delta is a number and commutes with every operator
  have hd : ∀ (i j : n) (x : A), delta A i j * x = x * delta A i j := by
    intro i j x
    unfold delta
    split_ifs <;> simp
  -- move the annihilators to the right, one contraction at a time
  linear_combination (norm := noncomm_ring)
    a r * h.ac s p * c q - a r * c p * h.ac s q + h.ac r p * (c q * a s)
      - c p * h.ac r q * a s + delta A s p * h.ac r q - delta A s q * h.ac r p
      - hd s p (a r) * c q + hd s q (a r * c p) + hd r q (c p) * a s

/-- The Nambu field: all annihilators, followed by all creators. -/
def nambu (a c : n → A) : n ⊕ n → A := Sum.elim a c

/-- The symmetric form that pairs each annihilator with its own creator. -/
def metric (n : Type*) [DecidableEq n] : Matrix (n ⊕ n) (n ⊕ n) ℂ :=
  fromBlocks 0 1 1 0

variable [Algebra ℂ A]

/-- Under the canonical anticommutation relations, the anticommutators of the Nambu field are the
entries of the symmetric form, times the identity. -/
theorem nambu_anticomm {a c : n → A} (h : IsCAR a c) (i j : n ⊕ n) :
    nambu a c i * nambu a c j + nambu a c j * nambu a c i = metric n i j • (1 : A) := by
  rcases i with p | p <;> rcases j with q | q
  · simp [nambu, metric, h.aa]
  · simp [nambu, metric, h.ac, delta, Matrix.one_apply, ite_smul]
  · rw [add_comm]
    by_cases hpq : q = p
    · subst hpq
      simp [nambu, metric, h.ac, delta]
    · simp [nambu, metric, h.ac, delta, hpq, Ne.symm hpq]
  · simp [nambu, metric, h.cc]

variable [Fintype n]

/-- The Lie algebra so(2n): matrices that infinitesimally preserve the symmetric form. -/
def IsSo (X : Matrix (n ⊕ n) (n ⊕ n) ℂ) : Prop := Xᵀ * metric n + metric n * X = 0

/-- The quadratic fermion operator attached to a matrix `X`. -/
def quadOp (a c : n → A) (X : Matrix (n ⊕ n) (n ⊕ n) ℂ) : A :=
  (1 / 2 : ℂ) • ∑ i, ∑ j, (X * metric n) i j • (nambu a c i * nambu a c j)

/-- The symmetric form squares to one and equals its transpose. -/
theorem metric_sq_and_transpose :
    metric n * metric n = 1 ∧ (metric n)ᵀ = metric n := by
  constructor
  · simp [metric, fromBlocks_multiply]
  · simp [metric, fromBlocks_transpose]

/-- For `X` in so(2n) the coefficient matrix of its quadratic operator is antisymmetric. -/
theorem coefficients_antisymm {X : Matrix (n ⊕ n) (n ⊕ n) ℂ} (hX : IsSo X) :
    metric n * Xᵀ = -(X * metric n) := by
  have e : metric n * Xᵀ * (metric n * metric n) + (metric n * metric n) * X * metric n = 0 := by
    calc _ = metric n * (Xᵀ * metric n + metric n * X) * metric n := by noncomm_ring
      _ = 0 := by rw [show Xᵀ * metric n + metric n * X = 0 from hX]; simp
  rw [metric_sq_and_transpose.1, mul_one, one_mul] at e
  exact eq_neg_of_add_eq_zero_left e

/-- Under the canonical anticommutation relations and for `X` in so(2n), the commutator with its
quadratic operator transforms the Nambu field linearly, by the matrix `X`. -/
theorem quadOp_comm_nambu {a c : n → A} (h : IsCAR a c)
    {X : Matrix (n ⊕ n) (n ⊕ n) ℂ} (hX : IsSo X) (k : n ⊕ n) :
    quadOp a c X * nambu a c k - nambu a c k * quadOp a c X = ∑ i, X i k • nambu a c i := by
  obtain ⟨M, hM⟩ : ∃ M, M = X * metric n := ⟨_, rfl⟩
  have anti : ∀ i j, M j i = -M i j := by
    intro i j
    have e : Mᵀ = -M := by
      rw [hM, transpose_mul, metric_sq_and_transpose.2, coefficients_antisymm hX]
    exact congrFun (congrFun e i) j
  have hMX : X = M * metric n := by
    rw [hM, mul_assoc, metric_sq_and_transpose.1, mul_one]
  -- commuting a product with the field leaves two contractions
  have hij : ∀ i j, nambu a c i * nambu a c j * nambu a c k
      - nambu a c k * (nambu a c i * nambu a c j)
      = metric n j k • nambu a c i - metric n i k • nambu a c j := by
    intro i j
    calc _ = nambu a c i * (nambu a c j * nambu a c k + nambu a c k * nambu a c j)
          - (nambu a c i * nambu a c k + nambu a c k * nambu a c i) * nambu a c j := by
          noncomm_ring
      _ = _ := by
          rw [nambu_anticomm h, nambu_anticomm h, mul_smul_comm, smul_mul_assoc, mul_one, one_mul]
  -- by antisymmetry both contractions contribute equally
  have swap : ∑ i, ∑ j, (M i j * metric n i k) • nambu a c j
      = -∑ i, ∑ j, (M i j * metric n j k) • nambu a c i := by
    rw [Finset.sum_comm, ← Finset.sum_neg_distrib]
    refine Finset.sum_congr rfl fun i _ => ?_
    rw [← Finset.sum_neg_distrib]
    refine Finset.sum_congr rfl fun j _ => ?_
    rw [anti i j, neg_mul, neg_smul]
  calc _ = (1 / 2 : ℂ) • ∑ i, ∑ j, M i j •
        (metric n j k • nambu a c i - metric n i k • nambu a c j) := by
        simp only [quadOp, ← hM, smul_mul_assoc, mul_smul_comm, Finset.sum_mul, Finset.mul_sum,
          ← smul_sub, ← Finset.sum_sub_distrib, hij]
    _ = (1 / 2 : ℂ) • (∑ i, ∑ j, (M i j * metric n j k) • nambu a c i
        + ∑ i, ∑ j, (M i j * metric n j k) • nambu a c i) := by
        simp only [smul_sub, smul_smul, Finset.sum_sub_distrib, swap, sub_neg_eq_add]
    _ = _ := by
        rw [hMX]
        simp only [Matrix.mul_apply, Finset.sum_smul]
        module

/-- Under the canonical anticommutation relations, the quadratic operators represent so(2n): for `X`
and `Y` in so(2n) the matrix commutator is in so(2n), and its operator is the commutator of the two
operators. -/
theorem quadOp_commutator {a c : n → A} (h : IsCAR a c)
    {X Y : Matrix (n ⊕ n) (n ⊕ n) ℂ} (hX : IsSo X) (hY : IsSo Y) :
    IsSo (X * Y - Y * X) ∧
    quadOp a c X * quadOp a c Y - quadOp a c Y * quadOp a c X
      = quadOp a c (X * Y - Y * X) := by
  constructor
  · unfold IsSo at *
    rw [transpose_sub, transpose_mul, transpose_mul]
    linear_combination (norm := noncomm_ring) Yᵀ * hX - Xᵀ * hY - hY * X + hX * Y
  obtain ⟨Q, hQ⟩ : ∃ Q, Q = quadOp a c X := ⟨_, rfl⟩
  obtain ⟨N, hN⟩ : ∃ N, N = Y * metric n := ⟨_, rfl⟩
  obtain ⟨W, hW⟩ : ∃ W : n ⊕ n → A, ∀ k, W k = ∑ i, X i k • nambu a c i :=
    ⟨_, fun _ => rfl⟩
  -- Leibniz rule for the commutator with a product of two fields
  have leib : ∀ k l, Q * (nambu a c k * nambu a c l) - nambu a c k * nambu a c l * Q
      = W k * nambu a c l + nambu a c k * W l := by
    intro k l
    rw [hW, hW, ← quadOp_comm_nambu h hX, ← quadOp_comm_nambu h hX, ← hQ]
    noncomm_ring
  have first : ∑ k, ∑ l, N k l • (W k * nambu a c l)
      = ∑ i, ∑ l, (X * N) i l • (nambu a c i * nambu a c l) := by
    simp only [hW, Matrix.mul_apply, Finset.sum_smul, Finset.sum_mul, Finset.smul_sum,
      smul_mul_assoc, smul_smul]
    conv_lhs => rw [Finset.sum_comm]
    conv_rhs => rw [Finset.sum_comm]
    refine Finset.sum_congr rfl fun l _ => ?_
    conv_lhs => rw [Finset.sum_comm]
    refine Finset.sum_congr rfl fun i _ => Finset.sum_congr rfl fun k _ => ?_
    rw [mul_comm]
  have second : ∑ k, ∑ l, N k l • (nambu a c k * W l)
      = ∑ k, ∑ i, (N * Xᵀ) k i • (nambu a c k * nambu a c i) := by
    simp only [hW, Matrix.mul_apply, transpose_apply, Finset.sum_smul, Finset.mul_sum,
      Finset.smul_sum, mul_smul_comm, smul_smul]
    exact Finset.sum_congr rfl fun k _ => Finset.sum_comm
  have hmat : (X * Y - Y * X) * metric n = X * N + N * Xᵀ := by
    rw [hN, mul_assoc Y, coefficients_antisymm hX]
    noncomm_ring
  rw [← hQ]
  calc _ = (1 / 2 : ℂ) • ∑ k, ∑ l, N k l • (W k * nambu a c l + nambu a c k * W l) := by
        simp only [quadOp, ← hN, smul_mul_assoc, mul_smul_comm, Finset.sum_mul, Finset.mul_sum,
          ← smul_sub, ← Finset.sum_sub_distrib, leib]
    _ = _ := by
        simp only [quadOp, hmat, Matrix.add_apply, add_smul, smul_add, Finset.sum_add_distrib]
        rw [first, second]

/-- In a nontrivial algebra and under the canonical anticommutation relations, different matrices of
so(2n) give different quadratic operators. -/
theorem quadOp_injective [Nontrivial A] {a c : n → A} (h : IsCAR a c)
    {X Y : Matrix (n ⊕ n) (n ⊕ n) ℂ} (hX : IsSo X) (hY : IsSo Y)
    (hXY : quadOp a c X = quadOp a c Y) : X = Y := by
  have e : (X - Y)ᵀ * metric n = 0 := by
    ext k l
    have hv : ∑ i, (X - Y) i k • nambu a c i = 0 := by
      simp only [Matrix.sub_apply, sub_smul, Finset.sum_sub_distrib]
      rw [← quadOp_comm_nambu h hX, ← quadOp_comm_nambu h hY, hXY, sub_self]
    -- the anticommutator with a field component isolates the coefficients
    have hs : (∑ i, (X - Y) i k * metric n i l) • (1 : A) = 0 := by
      calc _ = (∑ i, (X - Y) i k • nambu a c i) * nambu a c l
            + nambu a c l * ∑ i, (X - Y) i k • nambu a c i := by
            simp only [Finset.sum_mul, Finset.mul_sum, smul_mul_assoc, mul_smul_comm,
              ← Finset.sum_add_distrib, ← smul_add, nambu_anticomm h, smul_smul, Finset.sum_smul]
        _ = 0 := by rw [hv, zero_mul, mul_zero, add_zero]
    exact (smul_eq_zero.mp hs).resolve_right one_ne_zero
  have e2 : (X - Y)ᵀ = 0 := by
    rw [← mul_one (X - Y)ᵀ, ← metric_sq_and_transpose.1, ← mul_assoc, e, zero_mul]
  exact sub_eq_zero.mp (transpose_eq_zero.mp e2)

/-- Under the canonical anticommutation relations, every product of two Nambu field components is a
constant plus the quadratic operator of an explicit matrix in so(2n). -/
theorem nambu_product {a c : n → A} (h : IsCAR a c) (i j : n ⊕ n) :
    IsSo ((single i j 1 - single j i 1) * metric n) ∧
    nambu a c i * nambu a c j = (metric n i j / 2) • (1 : A)
      + quadOp a c ((single i j 1 - single j i 1) * metric n) := by
  constructor
  · unfold IsSo
    rw [transpose_mul, metric_sq_and_transpose.2, transpose_sub, transpose_single,
      transpose_single]
    noncomm_ring
  have hs : ∀ i j : n ⊕ n, ∑ k, ∑ l, (single i j (1 : ℂ)) k l • (nambu a c k * nambu a c l)
      = nambu a c i * nambu a c j := by
    intro i j
    rw [Finset.sum_eq_single i (fun k _ hk => by simp [hk.symm]) (by simp),
      Finset.sum_eq_single j (fun l _ hl => by simp [hl.symm]) (by simp)]
    simp
  unfold quadOp
  rw [mul_assoc, metric_sq_and_transpose.1, mul_one]
  simp only [Matrix.sub_apply, sub_smul, Finset.sum_sub_distrib, hs]
  rw [show (metric n i j / 2) • (1 : A) = (1 / 2 : ℂ) • (metric n i j • (1 : A)) by module,
    ← nambu_anticomm h]
  module

/-- Two fermionic modes, written as explicit complex four-by-four matrices with integer entries,
satisfy the canonical anticommutation relations. -/
theorem isCAR_witness :
    IsCAR
      (fun p => (Int.castRingHom ℂ).mapMatrix
        ((![!![0, 0, 1, 0; 0, 0, 0, 1; 0, 0, 0, 0; 0, 0, 0, 0],
            !![0, 1, 0, 0; 0, 0, 0, 0; 0, 0, 0, -1; 0, 0, 0, 0]] :
          Fin 2 → Matrix (Fin 4) (Fin 4) ℤ) p))
      (fun p => (Int.castRingHom ℂ).mapMatrix
        ((![!![0, 0, 0, 0; 0, 0, 0, 0; 1, 0, 0, 0; 0, 1, 0, 0],
            !![0, 0, 0, 0; 1, 0, 0, 0; 0, 0, 0, 0; 0, 0, -1, 0]] :
          Fin 2 → Matrix (Fin 4) (Fin 4) ℤ) p)) := by
  -- a ring homomorphism carries the relations from integer to complex matrices
  have transfer : ∀ (f : Matrix (Fin 4) (Fin 4) ℤ →+* Matrix (Fin 4) (Fin 4) ℂ)
      (a c : Fin 2 → Matrix (Fin 4) (Fin 4) ℤ), IsCAR a c →
      IsCAR (fun p => f (a p)) (fun p => f (c p)) := by
    intro f a c h
    have hd : ∀ p q : Fin 2, f (delta _ p q) = delta _ p q := by
      intro p q
      unfold delta
      split_ifs
      · exact map_one f
      · exact map_zero f
    refine ⟨fun p q => ?_, fun p q => ?_, fun p q => ?_⟩
    · simpa only [map_add, map_mul, map_zero] using congrArg f (h.aa p q)
    · simpa only [map_add, map_mul, map_zero] using congrArg f (h.cc p q)
    · simpa only [map_add, map_mul, hd] using congrArg f (h.ac p q)
  refine transfer (Int.castRingHom ℂ).mapMatrix _ _ ⟨?_, ?_, ?_⟩ <;> decide +kernel

end

end FermionPairAlgebra
```

```lean
#print axioms FermionPairAlgebra.coefficients_antisymm
#print axioms FermionPairAlgebra.quadOp_commutator
#print axioms FermionPairAlgebra.quadOp_injective
#print axioms FermionPairAlgebra.nambu_product
```

```
'FermionPairAlgebra.coefficients_antisymm' depends on axioms: [propext, Classical.choice, Quot.sound]
'FermionPairAlgebra.quadOp_commutator' depends on axioms: [propext, Classical.choice, Quot.sound]
'FermionPairAlgebra.quadOp_injective' depends on axioms: [propext, Classical.choice, Quot.sound]
'FermionPairAlgebra.nambu_product' depends on axioms: [propext, Classical.choice, Quot.sound]
```

## Pairs, hopping terms and their matrices

The annihilators are \(a_p\) and the creators \(c_p\), usually written \(a_p^\dagger\); many texts use \(c_p\) for an annihilator. `IsCAR a c` states

\[
\{a_p,a_q\}=0,\qquad \{c_p,c_q\}=0,\qquad \{a_p,c_q\}=\delta_{pq}.
\]

With \(E_{pq}=c_pa_q\), the theorem `pair_commutator` reads

\[
[a_ra_s,\,c_pc_q]=\delta_{sp}\delta_{rq}-\delta_{sq}\delta_{rp}-\delta_{sp}E_{qr}+\delta_{sq}E_{pr}+\delta_{rp}E_{qs}-\delta_{rq}E_{ps}.
\]

It holds in any ring and for any set of modes, finite or not. The later theorems use a complex algebra `A`, and from `IsSo` on the modes are finite in number. In Lean, `n` is the type of mode labels; in the formulas here \(n\) is their number.

The function `nambu` lists all annihilators and then all creators as one field \(\psi_i\), with \(i\) in `n ⊕ n`. The matrix `metric n`, written \(J\) below, has zero diagonal blocks and identity off-diagonal blocks. It is a symmetric bilinear form, not a positive metric. `IsSo X` means \(X^TJ+JX=0\), which describes so(2n, ℂ) in the annihilator–creator basis; the more familiar condition \(X^T=-X\) belongs to a Majorana basis. In blocks,

\[
X=\begin{pmatrix}R&S\\T&-R^T\end{pmatrix},\qquad S^T=-S,\quad T^T=-T.
\]

The operator `quadOp a c X` is

\[
Q(X)=\tfrac12\sum_{ij}(XJ)_{ij}\,\psi_i\psi_j
=\tfrac12\operatorname{tr}R-\sum_{pq}R_{pq}c_qa_p+\tfrac12\sum_{pq}\left(S_{pq}a_pa_q+T_{pq}c_pc_q\right),
\]

where the second form holds for \(X\) in so(2n). Thus \(R\) carries hopping and on-site energies, while \(S\) and \(T\) carry pairing.

The theorems say that \(Q\) turns matrix commutators into operator commutators, that it is injective on so(2n) when the algebra is nontrivial, and that every product \(\psi_i\psi_j\) is a constant plus some \(Q(X)\). These are the algebraic facts behind Bogoliubov–de Gennes calculations with finitely many modes, where the mean-field Hamiltonian is quadratic in the annihilators and creators, up to a constant. The diagonalisation into new fermionic modes is not treated here. Nor is \(c_p\) identified with the Hilbert-space adjoint of \(a_p\): `A` carries no adjoint, so Hermiticity and unitarity do not enter.

## Moving annihilators past creators

Moving \(a_s\) to the right gives

\[
a_ra_sc_pc_q=\delta_{sp}a_rc_q-\delta_{sq}a_rc_p+a_rc_pc_qa_s .
\]

Now \(a_r\) moves in each term:

\[
\begin{aligned}
\delta_{sp}a_rc_q&=\delta_{sp}\delta_{rq}-\delta_{sp}c_qa_r,\\
-\delta_{sq}a_rc_p&=-\delta_{sq}\delta_{rp}+\delta_{sq}c_pa_r,\\
a_rc_pc_qa_s&=\delta_{rp}c_qa_s-\delta_{rq}c_pa_s+c_pc_qa_ra_s .
\end{aligned}
\]

Subtracting \(c_pc_qa_ra_s\) leaves the stated result. Only the mixed relation `h.ac` is used. The `linear_combination` lists these contractions with their surrounding factors, and `noncomm_ring` checks the sum. The auxiliary `hd` says that a Kronecker delta commutes with every operator.

## From operators to matrices

Checking the four combinations of annihilator and creator gives \(\{\psi_i,\psi_j\}=J_{ij}\), which is `nambu_anticomm`. Also \(J^2=1\) and \(J^T=J\). Multiplying the so(2n) condition by \(J\) on both sides gives \(JX^T+XJ=0\), so \(M=XJ\) is antisymmetric (`coefficients_antisymm`).

For `quadOp_comm_nambu`, first commute a product with the field (`hij`):

\[
[\psi_i\psi_j,\psi_k]=\psi_i\{\psi_j,\psi_k\}-\{\psi_i,\psi_k\}\psi_j=J_{jk}\psi_i-J_{ik}\psi_j .
\]

By antisymmetry of \(M\) the two terms contribute equally after summation (`swap`), and \(MJ=X\), so

\[
[Q(X),\psi_k]=\tfrac12\sum_{ij}M_{ij}(J_{jk}\psi_i-J_{ik}\psi_j)=\sum_i X_{ik}\psi_i .
\]

The sum runs over the first index of \(X\); conventions that sum over the second use the transposed matrix.

For `quadOp_commutator`, closure of so(2n) follows from

\[
[X,Y]^TJ=Y^TX^TJ-X^TY^TJ=-Y^TJX+X^TJY=JYX-JXY=-J[X,Y].
\]

Put \(N=YJ\) and \(W_k=\sum_iX_{ik}\psi_i\). The Leibniz rule (`leib`) gives

\[
\begin{aligned}
[Q(X),Q(Y)]&=\tfrac12\sum_{kl}N_{kl}(W_k\psi_l+\psi_kW_l)\\
&=\tfrac12\sum_{ij}(XN+NX^T)_{ij}\psi_i\psi_j .
\end{aligned}
\]

The steps `first` and `second` reorder the two sums. Since \(JX^T=-XJ\), the coefficient matrix is \(XYJ-YXJ=[X,Y]J\) (`hmat`), which is that of \(Q([X,Y])\).

## Nothing lost and nothing missed

Suppose \(Q(X)=Q(Y)\) and let \(D=X-Y\). Both operators act alike on the field, so \(\sum_iD_{ik}\psi_i=0\). Taking the anticommutator with \(\psi_l\) gives \((D^TJ)_{kl}\,1=0\). In a nontrivial algebra this forces \(D^TJ=0\), and \(J^2=1\) then gives \(D=0\). This is `quadOp_injective`.

For `nambu_product`, let \(e_{ij}\) be the matrix with a single 1 at position \((i,j)\), in Lean `single i j 1`. Splitting a product into its symmetric and antisymmetric parts gives

\[
\psi_i\psi_j=\tfrac12\{\psi_i,\psi_j\}+\tfrac12[\psi_i,\psi_j]
=\tfrac12J_{ij}+Q\big((e_{ij}-e_{ji})J\big).
\]

The matrix in the last term lies in so(2n) because \(e_{ij}-e_{ji}\) is antisymmetric. The constant is \(\tfrac12\) for \(a_pc_p\) and \(c_pa_p\), and zero for pairs. The constants in the pair commutator therefore appear only because its one-body terms are written as \(c_pa_q\) and not in antisymmetrised form.

The theorem `isCAR_witness` supplies two modes as Jordan–Wigner matrices. The relations are decided over the integers and carried to complex matrices by `transfer`.

## A matrix outside so(2n)

Take one mode in a nontrivial algebra and \(X=J\), which violates `IsSo` because \(J^TJ+JJ=2\). Its coefficient matrix is \(J^2=1\), so \(Q(J)=\tfrac12(a^2+c^2)=0\). Yet the formula for \([Q(X),\psi_k]\) would give \([Q(J),a]=c\), and \(c\neq0\) because \(ac+ca=1\). Injectivity fails too: \(Q(J)=Q(0)\) although \(J\neq0\), so requiring only one of the two matrices to lie in so(2n) is not enough.
